# Long-wavelength divergence of S(q)/q² in a harmonic chain with power-law springs, 1 < p ≤ 3

In an infinite chain with unit spacing, atoms a distance r apart are joined by springs of stiffness proportional to r^(−p), and the dimensionless lattice sum is S(q) = ∑ r^(−p)(1 − cos(rq)) over r = 1, 2, 3, …. The declaration `latticeSum_diverges` states that for 1 < p ≤ 3 the ratio S(q)/q² tends to +∞ as the wavenumber q tends to 0 through nonzero values. The attempt uses the fact that each spring length contributes r^(2−p)/2 to the ratio in this limit, and that these values have a divergent sum. Given a bound M, it picks finitely many spring lengths whose limiting contributions add up to at least M + 1, so that near q = 0 their actual contributions exceed M. All the terms are nonnegative, so the full ratio is at least as large.

The first attempt, which Lean rejects:

```lean
import Mathlib

open Filter Topology

namespace PowerLawChain

noncomputable section

/-- Contribution to the lattice sum of the springs joining atoms `n + 1` sites apart, with stiffness
proportional to the power `-p` of the distance. -/
def springTerm (p q : ℝ) (n : ℕ) : ℝ :=
  ((n : ℝ) + 1) ^ (-p) * (1 - Real.cos (((n : ℝ) + 1) * q))

/-- The lattice sum `S(q)` over all spring lengths, for decay exponents `p > 1`. -/
def latticeSum (p q : ℝ) : ℝ := ∑' n, springTerm p q n

/-- A power of the distance is summable along the chain exactly when its exponent
is below `-1`. -/
theorem summable_distance (s : ℝ) :
    Summable (fun n : ℕ => ((n : ℝ) + 1) ^ s) ↔ s < -1 := by
  have h := (summable_nat_add_iff (f := fun n : ℕ => (n : ℝ) ^ s) 1).trans
    Real.summable_nat_rpow
  simpa only [Nat.cast_add, Nat.cast_one] using h

/-- Every spring length contributes a nonnegative amount to the lattice sum. -/
theorem springTerm_nonneg (p q : ℝ) (n : ℕ) : 0 ≤ springTerm p q n :=
  mul_nonneg (by positivity) (sub_nonneg.2 (Real.cos_le_one _))

/-- The lattice sum converges at every wavenumber when `p > 1`. -/
theorem summable_springTerm {p : ℝ} (hp : 1 < p) (q : ℝ) : Summable (springTerm p q) := by
  refine Summable.of_nonneg_of_le (springTerm_nonneg p q) (fun n => ?_)
    (((summable_distance (-p)).2 (by linarith)).mul_right 2)
  exact mul_le_mul_of_nonneg_left
    (by linarith [Real.neg_one_le_cos (((n : ℝ) + 1) * q)]) (by positivity)

lemma rpow_two_sub {a : ℝ} (ha : 0 < a) (p : ℝ) : a ^ (2 - p) = a ^ (-p) * a ^ 2 := by
  rw [show 2 - p = -p + 2 by ring, Real.rpow_add ha, Real.rpow_two]

/-- At long wavelength a spring of length `a` contributes `a ^ (2 - p) / 2` to `S(q) / q ^ 2`. -/
theorem bond_tendsto {a : ℝ} (ha : 0 < a) (p : ℝ) :
    Tendsto (fun q : ℝ => a ^ (-p) * (1 - Real.cos (a * q)) / q ^ 2) (𝓝[≠] 0)
      (𝓝 (a ^ (2 - p) / 2)) := by
  have hc : Continuous (fun q : ℝ => a ^ (-p) * (a ^ 2 / 2 * Real.sinc (a * q / 2) ^ 2)) :=
    continuous_const.mul (continuous_const.mul
      ((Real.continuous_sinc.comp (by fun_prop : Continuous fun q : ℝ => a * q / 2)).pow 2))
  have hv : a ^ (-p) * (a ^ 2 / 2 * Real.sinc (a * 0 / 2) ^ 2) = a ^ (2 - p) / 2 := by
    rw [rpow_two_sub ha, mul_zero, zero_div, Real.sinc_zero]
    ring
  rw [← hv]
  refine Tendsto.congr' ?_ ((hc.tendsto 0).mono_left nhdsWithin_le_nhds)
  filter_upwards [self_mem_nhdsWithin] with q hq
  have hq0 : q ≠ 0 := hq
  have hy : a * q / 2 ≠ 0 := div_ne_zero (mul_ne_zero ha.ne' hq0) two_ne_zero
  have hs : Real.sin (a * q / 2) = Real.sinc (a * q / 2) * (a * q / 2) := by
    rw [Real.sinc_of_ne_zero hy, div_mul_cancel₀ _ hy]
  -- half-angle formula
  have hcos : 1 - Real.cos (a * q) = 2 * Real.sin (a * q / 2) ^ 2 := by
    have h := Real.cos_two_mul (a * q / 2)
    rw [show 2 * (a * q / 2) = a * q by ring] at h
    linarith [Real.sin_sq_add_cos_sq (a * q / 2)]
  rw [hcos, hs, eq_div_iff (pow_ne_zero 2 hq0)]
  ring

/-- For `1 < p ≤ 3` the ratio `S(q) / q ^ 2` grows without bound at long wavelength. -/
theorem latticeSum_diverges {p : ℝ} (hp : 1 < p) (hp3 : p ≤ 3) :
    Tendsto (fun q => latticeSum p q / q ^ 2) (𝓝[≠] 0) atTop := by
  have hns : ¬ Summable (fun n : ℕ => ((n : ℝ) + 1) ^ (2 - p) / 2) := fun h => by
    have h2 : Summable (fun n : ℕ => ((n : ℝ) + 1) ^ (2 - p)) :=
      (h.mul_left 2).congr fun n => by ring
    linarith [(summable_distance (2 - p)).1 h2]
  have hdiv := (not_summable_iff_tendsto_nat_atTop_of_nonneg
    (fun n : ℕ => by positivity)).1 hns
  refine tendsto_atTop.2 fun M => ?_
  -- finitely many spring lengths already exceed any bound
  obtain ⟨N, hN⟩ := (hdiv.eventually_ge_atTop (M + 1)).exists
  have hfin : Tendsto (fun q => ∑ n ∈ Finset.range N, springTerm p q n / q ^ 2) (𝓝[≠] 0)
      (𝓝 (∑ n ∈ Finset.range N, ((n : ℝ) + 1) ^ (2 - p) / 2)) :=
    tendsto_finset_sum _ fun n _ => bond_tendsto (by positivity) p
  filter_upwards [hfin.eventually (lt_mem_nhds (by linarith))] with q hq
  refine hq.le.trans ?_
  rw [latticeSum, ← tsum_div_const]
  exact ((summable_springTerm hp q).div_const _).sum_le_tsum _
    fun n _ => div_nonneg (springTerm_nonneg p q n) (sq_nonneg q)

end

end PowerLawChain
```

Messages:

```
Main.lean:78:4: warning: `tendsto_finset_sum` has been deprecated: Use `tendsto_finsetSum` instead
Main.lean:79:51: error: linarith failed to find a contradiction
p : ℝ
hp : 1 < p
hp3 : p ≤ 3
hns : ¬Summable fun n => (↑n + 1) ^ (2 - p) / 2
hdiv : Tendsto (fun n => ∑ i ∈ Finset.range n, (↑i + 1) ^ (2 - p) / 2) atTop atTop
M : ℝ
N : ℕ
hN : M + 1 ≤ ∑ i ∈ Finset.range N, (↑i + 1) ^ (2 - p) / 2
hfin :
  Tendsto (fun q => ∑ n ∈ Finset.range N, springTerm p q n / q ^ 2) (𝓝[≠] 0)
    (𝓝 (∑ n ∈ Finset.range N, (↑n + 1) ^ (2 - p) / 2))
a✝ : ∑ n ∈ Finset.range N, (↑n + 1) ^ (2 - p) / 2 ≤ ?m.294
⊢ False
failed
Error in Linarith.normalizeDenominatorsLHS: Expr.rewrite may not produce subgoals.
```

What went wrong. The error comes from `lt_mem_nhds (by linarith)`. Given a proof of `a < b`, `lt_mem_nhds` says that points near `b` lie above `a`. Here `hfin` fixes `b` as the finite sum of limits, but nothing had yet fixed `a` when `linarith` ran. The bound `M` was only meant to enter later, through `hq.le.trans`. The message shows this: the negated goal says that the sum is `≤ ?m.294`, an unassigned metavariable. `hN` bounds the sum below by `M + 1`, but that contradicts nothing while the right-hand side is unknown. The closing lines report that `linarith` also hit an error in its step for normalizing denominators.

The repair states the inequality first, as `hM`, with `M` written out, and proves it from `M < M + 1` and `hN`. Passing `hM` to `lt_mem_nhds` fixes `a` as `M`, so no unknown is left.

Replacing `tendsto_finset_sum` with `tendsto_finsetSum` only clears the deprecation warning, and the reworded comment is tidying.

The change, after which it compiles:

```diff
@@ -72,10 +72,12 @@
     (fun n : ℕ => by positivity)).1 hns
   refine tendsto_atTop.2 fun M => ?_
-  -- finitely many spring lengths already exceed any bound
+  -- given `M`, choose `N` so that the first `N` limiting contributions sum to at least `M + 1`
   obtain ⟨N, hN⟩ := (hdiv.eventually_ge_atTop (M + 1)).exists
   have hfin : Tendsto (fun q => ∑ n ∈ Finset.range N, springTerm p q n / q ^ 2) (𝓝[≠] 0)
       (𝓝 (∑ n ∈ Finset.range N, ((n : ℝ) + 1) ^ (2 - p) / 2)) :=
-    tendsto_finset_sum _ fun n _ => bond_tendsto (by positivity) p
-  filter_upwards [hfin.eventually (lt_mem_nhds (by linarith))] with q hq
+    tendsto_finsetSum _ fun n _ => bond_tendsto (by positivity) p
+  have hM : M < ∑ n ∈ Finset.range N, ((n : ℝ) + 1) ^ (2 - p) / 2 :=
+    lt_of_lt_of_le (lt_add_one M) hN
+  filter_upwards [hfin.eventually (lt_mem_nhds hM)] with q hq
   refine hq.le.trans ?_
   rw [latticeSum, ← tsum_div_const]
```
